# Any real idempotent one-electron occupation matrix on n + 1 orbitals is at most n Givens rotations away from a single filled basis orbital

A DFT+U calculation for an open d or f shell can converge to different self-consistent solutions, depending on the occupation matrix it starts from. If the shell holds one electron in a real orbital, how many rotations, each mixing only two of the basis orbitals, are needed to reach every possible starting matrix from $\mathrm{diag}(1,0,\dots,0)$?

In Lean 4 with Mathlib:

```lean
import Mathlib

open Matrix

namespace OccupationGivens

noncomputable section

variable {ι : Type*} [Fintype ι] [DecidableEq ι]

/-- The rotation by the angle `θ` that mixes the two distinct orbitals `i` and `j` and leaves
all others alone (the formula is meant for `i ≠ j`). -/
def givens (i j : ι) (θ : ℝ) : Matrix ι ι ℝ := fun a =>
  if a = i then Real.cos θ • (Pi.single i 1 : ι → ℝ) - Real.sin θ • (Pi.single j 1 : ι → ℝ)
  else if a = j then
    Real.sin θ • (Pi.single i 1 : ι → ℝ) + Real.cos θ • (Pi.single j 1 : ι → ℝ)
  else (Pi.single a 1 : ι → ℝ)

/-- A matrix is a Givens rotation if it rotates some pair of distinct orbitals. -/
def IsGivens (G : Matrix ι ι ℝ) : Prop := ∃ i j θ, i ≠ j ∧ G = givens i j θ

/-- The diagonal occupation matrix with one electron in orbital `o`. -/
def refOcc (o : ι) : Matrix ι ι ℝ := diagonal (Pi.single o 1)

/-- A real single-electron occupation matrix: symmetric, idempotent and of trace one. -/
def IsSingleElectron (P : Matrix ι ι ℝ) : Prop := Pᵀ = P ∧ P * P = P ∧ P.trace = 1

/-- The product of the rotations in the planes `(0,1), …, (0,n)` with angles `θ`. -/
def sweep {n : ℕ} (θ : Fin n → ℝ) : Matrix (Fin (n + 1)) (Fin (n + 1)) ℝ :=
  ((List.finRange n).map fun k => givens 0 k.succ (θ k)).prod

/-- The action of a two-orbital rotation on the amplitudes of an orbital. -/
theorem givens_mulVec (i j : ι) (θ : ℝ) (v : ι → ℝ) (a : ι) :
    (givens i j θ *ᵥ v) a =
      if a = i then Real.cos θ * v i - Real.sin θ * v j
      else if a = j then Real.sin θ * v i + Real.cos θ * v j else v a := by
  change givens i j θ a ⬝ᵥ v = _
  simp only [givens]
  split_ifs <;> simp [sub_dotProduct, add_dotProduct, smul_dotProduct]

/-- A Givens rotation is an orthogonal matrix. -/
theorem IsGivens.orthogonal {G : Matrix ι ι ℝ} (hG : IsGivens G) : Gᵀ * G = 1 := by
  obtain ⟨i, j, θ, hij, rfl⟩ := hG
  -- the transpose is the rotation by the opposite angle
  have ht : (givens i j θ)ᵀ = givens i j (-θ) := by
    ext a b
    simp only [transpose_apply, givens, Real.cos_neg, Real.sin_neg]
    split_ifs <;> simp only [Pi.add_apply, Pi.sub_apply, Pi.smul_apply, smul_eq_mul,
      Pi.single_apply] <;> grind
  rw [ht]
  apply Matrix.toLin'.injective
  refine LinearMap.ext fun v => ?_
  rw [toLin'_apply, toLin'_apply, ← mulVec_mulVec, one_mulVec]
  ext a
  have hs := Real.sin_sq_add_cos_sq θ
  simp only [givens_mulVec, hij.symm, Real.cos_neg, Real.sin_neg, ↓reduceIte]
  split_ifs with h1 h2
  · rw [h1]; linear_combination v i * hs
  · rw [h2]; linear_combination v j * hs
  · rfl

/-- Conjugating the reference occupation with any sequence of Givens rotations gives a
single-electron occupation matrix. -/
theorem isSingleElectron_of_givens (o : ι) (L : List (Matrix ι ι ℝ))
    (hL : ∀ G ∈ L, IsGivens G) : IsSingleElectron (L.prod * refOcc o * L.prodᵀ) := by
  have hU : L.prodᵀ * L.prod = 1 := by
    induction L with
    | nil => simp
    | cons G L ih =>
      have h1 := (hL G (by simp)).orthogonal
      have h2 := ih fun K hK => hL K (by simp [hK])
      calc (G :: L).prodᵀ * (G :: L).prod = L.prodᵀ * (Gᵀ * G) * L.prod := by
            rw [List.prod_cons, transpose_mul]; simp only [Matrix.mul_assoc]
        _ = 1 := by rw [h1, Matrix.mul_one, h2]
  have hD : refOcc o * refOcc o = refOcc o := by
    rw [refOcc, diagonal_mul_diagonal]
    congr 1
    funext a
    simp [Pi.single_apply]
  refine ⟨?_, ?_, ?_⟩
  · simp [refOcc, transpose_mul, Matrix.mul_assoc]
  · calc _ = L.prod * refOcc o * (L.prodᵀ * L.prod) * refOcc o * L.prodᵀ := by
          simp only [Matrix.mul_assoc]
      _ = L.prod * (refOcc o * refOcc o) * L.prodᵀ := by
          rw [hU, Matrix.mul_one]; simp only [Matrix.mul_assoc]
      _ = _ := by rw [hD]
  · rw [trace_mul_comm, ← Matrix.mul_assoc, hU, Matrix.one_mul, refOcc, trace_diagonal]
    simp

omit [DecidableEq ι] in
/-- Every single-electron occupation matrix is the projector `u uᵀ` onto a real
normalised orbital `u`. -/
theorem exists_orbital {P : Matrix ι ι ℝ} (h : IsSingleElectron P) :
    ∃ u : ι → ℝ, ∑ a, u a ^ 2 = 1 ∧ ∀ a b, P a b = u a * u b := by
  obtain ⟨hs, hi, ht⟩ := h
  have sym : ∀ a b, P a b = P b a := fun a b => congrFun (congrFun hs b) a
  have idem : ∀ a b, ∑ c, P a c * P c b = P a b := fun a b => by
    have := congrFun (congrFun hi a) b
    rwa [Matrix.mul_apply] at this
  have row : ∀ a, ∑ b, P a b ^ 2 = P a a := fun a => by
    rw [← idem a a]
    exact Finset.sum_congr rfl fun b _ => by rw [sym b a]; ring
  have tr : ∑ a, P a a = 1 := ht
  -- a normalised nonzero column is an orbital fixed by `P`
  obtain ⟨u, hu, hPu⟩ : ∃ u : ι → ℝ, ∑ a, u a ^ 2 = 1 ∧ ∀ a, ∑ b, P a b * u b = u a := by
    obtain ⟨k, hk⟩ : ∃ k, P k k ≠ 0 := by
      by_contra! h
      simp [h] at tr
    have hpos : 0 ≤ P k k := by rw [← row k]; positivity
    refine ⟨fun a => P a k / √(P k k), ?_, fun a => ?_⟩
    · have hc : ∑ a, P a k ^ 2 = P k k := by
        rw [← row k]
        exact Finset.sum_congr rfl fun a _ => by rw [sym a k]
      simp only [div_pow, Real.sq_sqrt hpos]
      rw [← Finset.sum_div, hc, div_self hk]
    · simp only [← mul_div_assoc]
      rw [← Finset.sum_div, idem]
  -- the squared distance between `P` and `u uᵀ` vanishes
  have inner : ∀ a, ∑ b, (P a b - u a * u b) ^ 2 = P a a - u a ^ 2 := fun a => by
    calc _ = ∑ b, P a b ^ 2 - 2 * u a * ∑ b, P a b * u b + u a ^ 2 * ∑ b, u b ^ 2 := by
          rw [Finset.mul_sum, Finset.mul_sum, ← Finset.sum_sub_distrib,
            ← Finset.sum_add_distrib]
          exact Finset.sum_congr rfl fun b _ => by ring
      _ = _ := by rw [row, hPu, hu]; ring
  have tot : ∑ a, ∑ b, (P a b - u a * u b) ^ 2 = 0 := by
    simp only [inner]
    rw [Finset.sum_sub_distrib, tr, hu, sub_self]
  refine ⟨u, hu, fun a b => ?_⟩
  have h1 := (Finset.sum_eq_zero_iff_of_nonneg
    (fun a _ => Finset.sum_nonneg fun b _ => sq_nonneg _)).1 tot a (Finset.mem_univ a)
  have h2 := (Finset.sum_eq_zero_iff_of_nonneg
    (fun b _ => sq_nonneg _)).1 h1 b (Finset.mem_univ b)
  exact sub_eq_zero.1 (pow_eq_zero_iff two_ne_zero |>.1 h2)

/-- An orbital with amplitudes only on `o` and on a list of distinct other orbitals is a
multiple of orbital `o` rotated once in each plane `(o,k)`, with `k` from the list. -/
theorem exists_angles (o : ι) (l : List ι) (hl : l.Nodup) (ho : o ∉ l) (v : ι → ℝ)
    (hv : ∀ a, a ≠ o → a ∉ l → v a = 0) : ∃ (θ : ι → ℝ) (c : ℝ),
      v = c • ((l.map fun k => givens o k (θ k)).prod *ᵥ Pi.single o 1) := by
  induction l generalizing v with
  | nil =>
    refine ⟨0, v o, ?_⟩
    ext a
    by_cases h : a = o
    · simp [h]
    · simp [h, hv a h]
  | cons k l ih =>
    obtain ⟨hkl, hl'⟩ := List.nodup_cons.1 hl
    have hok : k ≠ o := fun h => ho (by simp [h])
    -- polar coordinates in the plane `(o,k)` remove the amplitude on `k`
    let z : ℂ := ⟨v o, v k⟩
    have hc : ‖z‖ * Real.cos z.arg = v o := Complex.norm_mul_cos_arg z
    have hs : ‖z‖ * Real.sin z.arg = v k := Complex.norm_mul_sin_arg z
    let w : ι → ℝ := fun a => if a = o then ‖z‖ else if a = k then 0 else v a
    have hG : v = givens o k z.arg *ᵥ w := by
      ext a
      simp only [givens_mulVec, w, hok, ↓reduceIte]
      split_ifs with h1 h2
      · rw [h1]; linear_combination -hc
      · rw [h2]; linear_combination -hs
      · rfl
    obtain ⟨θ, c, hw⟩ := ih hl' (fun h => ho (by simp [h])) w (fun a h1 h2 => by
      by_cases h3 : a = k
      · simp [w, h3, hok]
      · simp [w, h1, h3, hv a h1 (by simp [h2, h3])])
    refine ⟨Function.update θ k z.arg, c, ?_⟩
    have hmap : (l.map fun q => givens o q (Function.update θ k z.arg q)) =
        l.map fun q => givens o q (θ q) := List.map_congr_left fun q hq => by
      have hqk : q ≠ k := fun h => hkl (h ▸ hq)
      rw [Function.update_of_ne hqk]
    rw [List.map_cons, List.prod_cons, hmap, Function.update_self, ← mulVec_mulVec,
      ← mulVec_smul, ← hw]
    exact hG

/-- For any square matrix `U`, the entries of `U D Uᵀ`, with `D` the reference occupation of orbital
`o`, are the products of pairs of amplitudes of `U e_o`, where `e_o` is the basis orbital `o`. -/
theorem conj_apply (U : Matrix ι ι ℝ) (o a b : ι) : (U * refOcc o * Uᵀ) a b =
    (U *ᵥ Pi.single o 1) a * (U *ᵥ Pi.single o 1) b := by
  rw [Matrix.mul_apply]
  simp [refOcc, mul_diagonal, Pi.single_apply]

/-- On `n + 1` orbitals, the single-electron occupation matrices are exactly the matrices
obtained from `diag(1,0,…,0)` by conjugation with `n` Givens rotations, one in each plane
`(0,1), …, (0,n)`. -/
theorem isSingleElectron_iff_sweep {n : ℕ} (P : Matrix (Fin (n + 1)) (Fin (n + 1)) ℝ) :
    IsSingleElectron P ↔ ∃ θ : Fin n → ℝ, P = sweep θ * refOcc 0 * (sweep θ)ᵀ := by
  have hsw : ∀ θ : Fin n → ℝ, IsSingleElectron (sweep θ * refOcc 0 * (sweep θ)ᵀ) := by
    intro θ
    have hL : ∀ G ∈ (List.finRange n).map (fun k => givens 0 k.succ (θ k)), IsGivens G := by
      intro G hG
      obtain ⟨k, _, rfl⟩ := List.mem_map.1 hG
      exact ⟨0, k.succ, θ k, (Fin.succ_ne_zero k).symm, rfl⟩
    have hocc := isSingleElectron_of_givens 0 _ hL
    unfold sweep
    exact hocc
  constructor
  · intro hP
    obtain ⟨u, _, hPu⟩ := exists_orbital hP
    obtain ⟨θ, c, h⟩ := exists_angles 0 ((List.finRange n).map Fin.succ)
      ((List.nodup_finRange n).map (Fin.succ_injective n)) (by simp [Fin.succ_ne_zero]) u
      (fun a h1 h2 => by
        obtain ⟨k, rfl⟩ := Fin.exists_succ_eq.2 h1
        exact absurd (List.mem_map.2 ⟨k, List.mem_finRange k, rfl⟩) h2)
    rw [List.map_map] at h
    have h' : u = c • (sweep (fun k => θ k.succ) *ᵥ Pi.single 0 1) := by
      unfold sweep
      exact h
    have hc : P = c ^ 2 • (sweep (fun k => θ k.succ) * refOcc 0 *
        (sweep (fun k => θ k.succ))ᵀ) := by
      ext a b
      rw [hPu a b, Matrix.smul_apply, conj_apply, h']
      simp only [Pi.smul_apply, smul_eq_mul]
      ring
    -- the trace fixes the normalisation
    have ht := hP.2.2
    rw [hc, trace_smul, (hsw fun k => θ k.succ).2.2, smul_eq_mul, mul_one] at ht
    exact ⟨fun k => θ k.succ, by rw [hc, ht, one_smul]⟩
  · rintro ⟨θ, rfl⟩
    exact hsw θ

/-- After a sequence of Givens rotations of the reference occupation, the number of orbitals
with nonzero occupation is at most the number of rotations plus one. -/
theorem card_occupied_le (o : ι) (L : List (Matrix ι ι ℝ)) (hL : ∀ G ∈ L, IsGivens G) :
    (Finset.univ.filter fun a => (L.prod * refOcc o * L.prodᵀ) a a ≠ 0).card
      ≤ L.length + 1 := by
  simp only [conj_apply, mul_self_ne_zero]
  induction L with
  | nil =>
    refine (Finset.card_le_card (t := {o}) fun a ha => ?_).trans (by simp)
    by_contra h
    simp_all
  | cons G L ih =>
    have h1 := ih fun K hK => hL K (by simp [hK])
    obtain ⟨i, j, θ, _, rfl⟩ := hL G (by simp)
    rw [List.prod_cons, ← mulVec_mulVec, List.length_cons]
    generalize L.prod *ᵥ Pi.single o 1 = v at h1 ⊢
    -- a rotation adds at most one orbital to the support
    obtain ⟨q, hq⟩ : ∃ q, ∀ a, (givens i j θ *ᵥ v) a ≠ 0 → a = q ∨ v a ≠ 0 := by
      by_cases hi : v i = 0
      · refine ⟨i, fun a ha => ?_⟩
        rw [givens_mulVec] at ha
        by_cases h2 : a = i
        · exact Or.inl h2
        · refine Or.inr fun h3 => ha ?_
          by_cases h4 : a = j
          · rw [if_neg h2, if_pos h4, hi, ← h4, h3]; ring
          · rw [if_neg h2, if_neg h4, h3]
      · refine ⟨j, fun a ha => ?_⟩
        rw [givens_mulVec] at ha
        by_cases h2 : a = i
        · exact Or.inr (h2 ▸ hi)
        · by_cases h4 : a = j
          · exact Or.inl h4
          · rw [if_neg h2, if_neg h4] at ha
            exact Or.inr ha
    have hsub : (Finset.univ.filter fun a => (givens i j θ *ᵥ v) a ≠ 0) ⊆
        insert q (Finset.univ.filter fun a => v a ≠ 0) := fun a ha => by
      simpa using hq a (Finset.mem_filter.1 ha).2
    have h5 := (Finset.card_le_card hsub).trans (Finset.card_insert_le _ _)
    omega

/-- On `n + 1` orbitals, the matrix with all entries `1/(n+1)` is a single-electron occupation
matrix, and no sequence of fewer than `n` Givens rotations produces it from
`diag(1,0,…,0)`. -/
theorem equal_weight_needs_all (n : ℕ) :
    let P : Matrix (Fin (n + 1)) (Fin (n + 1)) ℝ := Matrix.of fun _ _ => ((n : ℝ) + 1)⁻¹
    IsSingleElectron P ∧ ∀ L : List (Matrix (Fin (n + 1)) (Fin (n + 1)) ℝ),
      (∀ G ∈ L, IsGivens G) → P = L.prod * refOcc 0 * L.prodᵀ → n ≤ L.length := by
  intro P
  have hn : (n : ℝ) + 1 ≠ 0 := by positivity
  refine ⟨⟨rfl, ?_, ?_⟩, fun L hL h => ?_⟩
  · ext a b
    simp [P, Matrix.mul_apply, hn]
  · simp [P, Matrix.trace, hn]
  · have h1 := card_occupied_le 0 L hL
    -- every orbital is occupied
    have hsub : (Finset.univ : Finset (Fin (n + 1))) ⊆
        Finset.univ.filter fun a => (L.prod * refOcc 0 * L.prodᵀ :
          Matrix (Fin (n + 1)) (Fin (n + 1)) ℝ) a a ≠ 0 := fun a _ => by
      refine Finset.mem_filter.2 ⟨Finset.mem_univ a, ?_⟩
      rw [← h]
      exact inv_ne_zero hn
    have h2 := (Finset.card_le_card hsub).trans h1
    rw [Finset.card_univ, Fintype.card_fin] at h2
    omega

end

end OccupationGivens
```

```lean
#print axioms OccupationGivens.isSingleElectron_of_givens
#print axioms OccupationGivens.isSingleElectron_iff_sweep
#print axioms OccupationGivens.equal_weight_needs_all
```

```
'OccupationGivens.isSingleElectron_of_givens' depends on axioms: [propext, Classical.choice, Quot.sound]
'OccupationGivens.isSingleElectron_iff_sweep' depends on axioms: [propext, Classical.choice, Quot.sound]
'OccupationGivens.equal_weight_needs_all' depends on axioms: [propext, Classical.choice, Quot.sound]
```

## One rotation for each further orbital

For a shell of $m=n+1$ orbitals, numbered from 0, the answer is $n=m-1$. The letter $n$ counts rotations here; it is not the occupation matrix, which is called $P$.

`isSingleElectron_iff_sweep` says that a real matrix $P$ is symmetric, idempotent and of trace one if and only if there are angles $\theta_0,\dots,\theta_{n-1}$ with

$$P=S\,D\,S^T,\qquad S=G_{01}(\theta_0)\,G_{02}(\theta_1)\cdots G_{0n}(\theta_{n-1}),\qquad D=\mathrm{diag}(1,0,\dots,0).$$

Here $G_{ij}(\theta)$ is the Givens rotation that mixes orbitals $i$ and $j$. The planes and their order are fixed, and only the angles vary. An angle may be zero, so some matrices need fewer true rotations. For $n=0$ the product is empty and $P=(1)$.

`equal_weight_needs_all` says that $n$ is the best general number. The matrix with all entries $1/(n+1)$ is a single-electron occupation matrix, and no sequence of fewer than $n$ Givens rotations produces it from $D$, whatever their planes and angles.

## Orbitals, occupations and rotations as matrices

The finite type `ι` labels the orbitals of the shell, taken as an orthonormal basis; the main theorems use `Fin (n + 1)`. `refOcc o` is the diagonal matrix with one electron in orbital $o$, so $D$ is `refOcc 0`.

`IsSingleElectron P` contains three conditions. Symmetry is hermiticity for real matrices, idempotency makes every eigenvalue 0 or 1, and unit trace puts one electron in the shell. That $P$ has the form $uu^T$ is derived from them.

`givens i j θ` acts on amplitudes by

$$(Gv)_i=\cos\theta\,v_i-\sin\theta\,v_j,\qquad (Gv)_j=\sin\theta\,v_i+\cos\theta\,v_j,$$

and leaves the others alone. `IsGivens` requires $i\neq j$. `sweep θ` is the product $S$, in which `θ k` belongs to the plane $(0,k+1)$.

These are rotations in orbital space. They can turn $d_{xy}$ into $d_{z^2}$, which no rotation of the crystal axes does. Complex orbitals, such as those carrying a definite nonzero $m_l$, lie outside the model. The step from a starting matrix to the converged solution is also left open: hybridisation generally makes the final occupations fractional, and nothing here says which start leads to the lowest energy.

## A single-electron matrix is a projector onto an orbital

Let $P$ satisfy the three conditions. Symmetry and idempotency give

$$\sum_b P_{ab}^2=\sum_b P_{ab}P_{ba}=P_{aa}.$$

Since the trace is one, some $P_{kk}$ is nonzero, and as a sum of squares it is positive. Set $u_a=P_{ak}/\sqrt{P_{kk}}$. Then $\sum_a u_a^2=1$, and $P^2=P$ gives $Pu=u$. Therefore

$$\sum_b(P_{ab}-u_au_b)^2=P_{aa}-2u_a^2+u_a^2=P_{aa}-u_a^2.$$

Summing over $a$ gives $1-1=0$, so every term vanishes and $P=uu^T$. This is `exists_orbital`; its facts `row`, `inner` and `tot` are the three sums in turn.

## Removing one amplitude at a time

Take an orbital $v$ and write its amplitudes on 0 and $k$ in polar form, $v_0=r\cos\varphi$ and $v_k=r\sin\varphi$. Let $w$ agree with $v$ except that $w_0=r$ and $w_k=0$. Then $v=G_{0k}(\varphi)\,w$, and $w$ has no amplitude on $k$.

Repeating this for $k=1,\dots,n$ leaves only a multiple of the basis orbital $e_0$, so $u=c\,Se_0$ for some real $c$. `exists_angles` does this by induction on the list of orbitals, taking $r$ and $\varphi$ as the norm and argument of the complex number $v_0+iv_k$.

By `conj_apply`, $SDS^T=(Se_0)(Se_0)^T$, hence $P=c^2\,SDS^T$. Both $P$ and $SDS^T$ have trace one, so $c^2=1$. The sign of $c$ has no effect on the occupation matrix.

The trace of $SDS^T$, and the converse direction, come from orthogonality. The transpose of $G_{ij}(\theta)$ is $G_{ij}(-\theta)$, and $\cos^2\theta+\sin^2\theta=1$ gives $G^TG=1$ (`IsGivens.orthogonal`). A product $U$ of rotations then also satisfies $U^TU=1$. So $UDU^T$ is symmetric, and

$$(UDU^T)^2=UD^2U^T=UDU^T,\qquad \mathrm{tr}(UDU^T)=\mathrm{tr}(U^TUD)=1.$$

This is `isSingleElectron_of_givens`.

## Each rotation occupies at most one new orbital

Let a rotation in the plane $(i,j)$ act on $v$. If $v_i\neq0$, only $j$ can become newly occupied. If $v_i=0$, only $i$ can, because the new amplitude on $j$ is $\cos\theta\,v_j$. Starting from one occupied orbital, $k$ rotations therefore occupy at most $k+1$.

`card_occupied_le` counts these orbitals through the nonzero diagonal entries $(UDU^T)_{aa}=(Ue_0)_a^2$. The equal-weight matrix has $n+1$ of them, so $n+1\le k+1$ and $k\ge n$.

## Starting matrices for a d¹ ion

For one d electron in one spin channel, $n=4$. With $c_k=\cos\theta_k$ and $s_k=\sin\theta_k$, the sweep gives

$$u=(c_0c_1c_2c_3,\; s_0c_1c_2c_3,\; s_1c_2c_3,\; s_2c_3,\; s_3).$$

One way to use this in a calculation is to choose four angles, form $P=uu^T$ and supply it as the initial occupation matrix of that spin channel, with the other channel empty. The occupations can be held fixed for the first iterations and then released, and the converged total energies from different starts can be compared. Angles drawn uniformly do not give uniformly distributed orbitals $u$.
